# No differentiable phase makes the two-level state (cos(θ/2), exp(iφ) sin(θ/2)) strictly diabatic on an open set of angles

Suppose that nuclei move on one electronic energy surface, and that the phase of the electronic state is assumed to be chosen so that its derivative couplings vanish. If no such phase exists even on a small ball of nuclear positions, dropping the couplings drops a force: their curl acts on the nuclei like a magnetic field. The problems below show that this happens for the state

$$\psi(\theta,\varphi)=\bigl(\cos(\theta/2),\;e^{i\varphi}\sin(\theta/2)\bigr),$$

where $\theta$ sets the mixing of two fixed diabatic basis states and $\varphi$ their relative phase.

The result concerns one state and changes of its phase. If both levels may be mixed, the fixed basis states themselves have zero couplings. Within this two-level model, it bears on nuclear dynamics with electronic Hamiltonians that no fixed change of basis makes real, for instance in a magnetic field. Spin–orbit coupling alone is not enough for a nondegenerate level: time-reversal symmetry then makes the curl vanish. To apply it to a molecule, one must still show that the nuclear coordinates move $\theta$ and $\varphi$ independently.

## Couplings, phases and curvature

```lean
import Mathlib

open Matrix Topology

namespace NoStrictlyDiabaticState

noncomputable section
```

For a curve of states $v(t)$, the coupling is $\langle v,v'\rangle$, conjugate-linear in the first entry. This is the diagonal coupling of a state with itself; "derivative coupling" often means the off-diagonal one between two states. Here a state is called strictly diabatic if its diagonal couplings along both angles vanish. In Lean, `star (v t) ⬝ᵥ deriv v t` is this inner product, and the finite type `n` labels the basis states.

```lean
/-- The derivative coupling `⟨v, v'⟩` along a differentiable curve of states `v`. -/
def coupling {n : Type*} [Fintype n] (v : ℝ → n → ℂ) (t : ℝ) : ℂ :=
  star (v t) ⬝ᵥ deriv v t
```

A real phase $\chi(t)$ turns $v$ into $e^{i\chi}v$.

```lean
/-- The curve of states `exp(i χ) v`, obtained from `v` by a real phase `χ`. -/
def rephase {n : Type*} (χ : ℝ → ℝ) (v : ℝ → n → ℂ) (t : ℝ) : n → ℂ :=
  Complex.exp (Complex.I * (χ t : ℂ)) • v t
```

The state $\psi$ is `spinor`, with components labelled 0 and 1. Its angles are arbitrary real numbers, with no periodicity imposed.

```lean
/-- The two-level state `(cos(θ/2), exp(i φ) sin(θ/2))`. -/
def spinor (θ φ : ℝ) : Fin 2 → ℂ :=
  ![(Real.cos (θ / 2) : ℂ), Complex.exp (Complex.I * (φ : ℂ)) * (Real.sin (θ / 2) : ℂ)]
```

Write $A_\theta=\langle\psi,\partial_\theta\psi\rangle$ and $A_\varphi=\langle\psi,\partial_\varphi\psi\rangle$. The curvature is $F=\partial_\theta\,\mathrm{Im}A_\varphi-\partial_\varphi\,\mathrm{Im}A_\theta$. The common convention that starts from $i\langle\psi,\partial\psi\rangle$ gives the opposite sign.

```lean
/-- The Berry curvature of a smooth two-parameter family of normalised states: the curl of the
imaginary parts of its two derivative couplings. -/
def berryCurvature (ψ : ℝ → ℝ → Fin 2 → ℂ) (θ φ : ℝ) : ℝ :=
  deriv (fun t => (coupling (ψ t) φ).im) θ
    - deriv (fun s => (coupling (fun t => ψ t s) θ).im) φ
```

## (a) The modulus of a phase factor

Show that for real $x$
$$\overline{e^{ix}}\,e^{ix}=1.$$

**Solution.** Conjugation changes $e^{ix}$ into $e^{-ix}$, and $e^{-ix}e^{ix}=e^0=1$. The two rewrites in Lean do the same.

```lean
/-- A phase factor has unit modulus. -/
lemma phase_unit (x : ℝ) : (starRingEnd ℂ) (Complex.exp (Complex.I * (x : ℂ))) *
    Complex.exp (Complex.I * (x : ℂ)) = 1 := by
  rw [← Complex.exp_conj, ← Complex.exp_add]
  simp
```

## (b) What a phase does to a coupling

Let $v$ and $\chi$ be differentiable at $t$, with $\langle v,v\rangle=1$ there. Show that
$$\langle e^{i\chi}v,(e^{i\chi}v)'\rangle=\langle v,v'\rangle+i\chi'.$$

**Solution.** The product rule gives $(e^{i\chi}v)'=e^{i\chi}(v'+i\chi'v)$. Hence the new coupling is
$$e^{-i\chi}e^{i\chi}\bigl(\langle v,v'\rangle+i\chi'\langle v,v\rangle\bigr)=\langle v,v'\rangle+i\chi'.$$

In Lean, `c` is $\chi'(t)$ and `h` is the product rule. The final `linear_combination` cancels the phase factors by (a). The theorem holds in any finite dimension.

```lean
/-- Rephasing a differentiable curve of states, normalised at `t`, by a differentiable phase `χ`
adds `i χ'` to its derivative coupling at `t`. -/
theorem coupling_rephase {n : Type*} [Fintype n] {v : ℝ → n → ℂ} {χ : ℝ → ℝ} {c t : ℝ}
    (hv : DifferentiableAt ℝ v t) (hχ : HasDerivAt χ c t) (hn : star (v t) ⬝ᵥ v t = 1) :
    coupling (rephase χ v) t = coupling v t + Complex.I * (c : ℂ) := by
  have he := (hχ.ofReal_comp.const_mul Complex.I).cexp
  have h : HasDerivAt (rephase χ v) (Complex.exp (Complex.I * (χ t : ℂ)) • deriv v t +
      (Complex.exp (Complex.I * (χ t : ℂ)) * (Complex.I * (c : ℂ))) • v t) t :=
    he.smul hv.hasDerivAt
  have hu := phase_unit (χ t)
  unfold coupling
  rw [h.deriv]
  simp only [rephase, star_smul, smul_dotProduct, dotProduct_add, dotProduct_smul, smul_eq_mul,
    hn, Complex.star_def]
  linear_combination (star (v t) ⬝ᵥ deriv v t + Complex.I * (c : ℂ)) * hu
```

## (c) Normalisation of the state

Show that $\langle\psi,\psi\rangle=1$ at all angles.

**Solution.** The phases in component 1 cancel by (a), which leaves $\cos^2(\theta/2)+\sin^2(\theta/2)=1$.

```lean
/-- The state `(cos(θ/2), exp(i φ) sin(θ/2))` is normalised. -/
lemma spinor_norm (θ φ : ℝ) : star (spinor θ φ) ⬝ᵥ spinor θ φ = 1 := by
  have h1 : (Real.cos (θ / 2) : ℂ) ^ 2 + (Real.sin (θ / 2) : ℂ) ^ 2 = 1 := by
    exact_mod_cast Real.cos_sq_add_sin_sq (θ / 2)
  simp only [spinor, dotProduct, Fin.sum_univ_two, Pi.star_apply, Matrix.cons_val_zero,
    Matrix.cons_val_one, map_mul, Complex.star_def, Complex.conj_ofReal]
  linear_combination h1 + (Real.sin (θ / 2) : ℂ) ^ 2 * phase_unit φ
```

## (d) The slope of the weight of component 1

The weight of component 1 is $\sin^2(\theta/2)$. Show that
$$\frac{d}{d\theta}\sin^2(\theta/2)=\tfrac12\sin\theta.$$

**Solution.** The chain rule gives $2\sin(\theta/2)\cdot\tfrac12\cos(\theta/2)=\sin(\theta/2)\cos(\theta/2)$, which is $\tfrac12\sin\theta$ by the double-angle formula. Lean differentiates the square as a product of two equal factors.

```lean
/-- The derivative of `sin²(θ/2)` is `sin(θ)/2`. -/
lemma hasDerivAt_sin_sq (θ : ℝ) :
    HasDerivAt (fun t : ℝ => Real.sin (t / 2) ^ 2) (Real.sin θ / 2) θ := by
  have h := Real.sin_two_mul (θ / 2)
  rw [show 2 * (θ / 2) = θ by ring] at h
  have hs : HasDerivAt (fun t : ℝ => Real.sin (t / 2)) (Real.cos (θ / 2) * (1 / 2)) θ :=
    ((hasDerivAt_id θ).div_const 2).sin
  have hm := hs.fun_mul hs
  simp only [← sq] at hm
  exact hm.congr_deriv (by linarith)
```

## (e) The two derivatives of the state

Show that
$$\partial_\theta\psi=\bigl(-\tfrac12\sin(\theta/2),\;\tfrac12e^{i\varphi}\cos(\theta/2)\bigr),\qquad
\partial_\varphi\psi=\bigl(0,\;ie^{i\varphi}\sin(\theta/2)\bigr).$$

**Solution.** Differentiate each component. Along $\theta$, the factor $e^{i\varphi}$ is constant and each half-angle contributes $\tfrac12$. Along $\varphi$, component 0 is constant and the exponential contributes $i$. The four bullets in Lean are these four components.

```lean
/-- The derivatives of the state with respect to `θ` and to `φ`. -/
lemma spinor_deriv (θ φ : ℝ) :
    HasDerivAt (fun t => spinor t φ) ![((-Real.sin (θ / 2) * (1 / 2) : ℝ) : ℂ),
      Complex.exp (Complex.I * (φ : ℂ)) * ((Real.cos (θ / 2) * (1 / 2) : ℝ) : ℂ)] θ ∧
    HasDerivAt (spinor θ) ![0, Complex.exp (Complex.I * (φ : ℂ)) *
      (Complex.I * ((1 : ℝ) : ℂ)) * (Real.sin (θ / 2) : ℂ)] φ := by
  have hc : HasDerivAt (fun t : ℝ => Real.cos (t / 2)) (-Real.sin (θ / 2) * (1 / 2)) θ :=
    ((hasDerivAt_id θ).div_const 2).cos
  have hs : HasDerivAt (fun t : ℝ => Real.sin (t / 2)) (Real.cos (θ / 2) * (1 / 2)) θ :=
    ((hasDerivAt_id θ).div_const 2).sin
  refine ⟨hasDerivAt_pi.2 (Fin.forall_fin_two.2 ⟨?_, ?_⟩),
    hasDerivAt_pi.2 (Fin.forall_fin_two.2 ⟨?_, ?_⟩)⟩
  · exact hc.ofReal_comp
  · exact hs.ofReal_comp.const_mul _
  · exact hasDerivAt_const φ _
  · exact ((hasDerivAt_id φ).ofReal_comp.const_mul Complex.I).cexp.mul_const _
```

## (f) The coupling along the mixing angle

Show that $A_\theta=0$.

**Solution.** By (e), with the phases cancelled by (a),
$$A_\theta=-\tfrac12\cos(\theta/2)\sin(\theta/2)+\tfrac12\sin(\theta/2)\cos(\theta/2)=0.$$

```lean
/-- The derivative coupling of the state along `θ` is zero. -/
theorem coupling_theta (θ φ : ℝ) : coupling (fun t => spinor t φ) θ = 0 := by
  rw [coupling, (spinor_deriv θ φ).1.deriv]
  simp only [spinor, dotProduct, Fin.sum_univ_two, Pi.star_apply, Matrix.cons_val_zero,
    Matrix.cons_val_one, map_mul, Complex.star_def, Complex.conj_ofReal, Complex.ofReal_mul,
    Complex.ofReal_neg, Complex.ofReal_div, Complex.ofReal_one, Complex.ofReal_ofNat]
  linear_combination (Real.sin (θ / 2) : ℂ) * (Real.cos (θ / 2) : ℂ) / 2 * phase_unit φ
```

## (g) The coupling along the relative phase

Show that $A_\varphi=i\sin^2(\theta/2)$.

**Solution.** Only component 1 contributes:
$$A_\varphi=e^{-i\varphi}\sin(\theta/2)\cdot ie^{i\varphi}\sin(\theta/2)=i\sin^2(\theta/2).$$

```lean
/-- The derivative coupling of the state along `φ` is `i sin²(θ/2)`. -/
theorem coupling_phi (θ φ : ℝ) :
    coupling (spinor θ) φ = Complex.I * ((Real.sin (θ / 2) ^ 2 : ℝ) : ℂ) := by
  rw [coupling, (spinor_deriv θ φ).2.deriv]
  simp only [spinor, dotProduct, Fin.sum_univ_two, Pi.star_apply, Matrix.cons_val_zero,
    Matrix.cons_val_one, map_mul, Complex.star_def, Complex.conj_ofReal, Complex.ofReal_pow,
    Complex.ofReal_one]
  linear_combination Complex.I * (Real.sin (θ / 2) : ℂ) ^ 2 * phase_unit φ
```

## (h) The Berry curvature

Show that $F=\tfrac12\sin\theta$.

**Solution.** By (f) and (g), $\mathrm{Im}A_\theta=0$ and $\mathrm{Im}A_\varphi=\sin^2(\theta/2)$. Thus $F=\partial_\theta\sin^2(\theta/2)-0$, and (d) gives the value.

```lean
/-- The Berry curvature of the state is `sin(θ)/2`. -/
theorem berryCurvature_spinor (θ φ : ℝ) : berryCurvature spinor θ φ = Real.sin θ / 2 := by
  simp only [berryCurvature, coupling_phi, coupling_theta, Complex.I_mul_im, Complex.ofReal_re,
    Complex.zero_im, deriv_const', sub_zero]
  exact (hasDerivAt_sin_sq θ).deriv
```

## (i) A phase whose gradient is prescribed

Let $U$ be an open set of angle pairs and $b$ a real function of $\theta$. Suppose that on $U$
$$\partial_\theta\chi=0,\qquad \partial_\varphi\chi=-b(\theta).$$
Show that for each $(\theta_0,\varphi_0)\in U$, $b(\theta)=b(\theta_0)$ for all $\theta$ near $\theta_0$.

**Solution.** Choose $\varepsilon>0$ so that the square $|\theta-\theta_0|<\varepsilon$, $|\varphi-\varphi_0|<\varepsilon$ lies in $U$. At fixed $\varphi$ in this square, the mean value inequality gives
$$|\chi(\theta,\varphi)-\chi(\theta_0,\varphi)|\le0\cdot|\theta-\theta_0|=0.$$
The functions $\chi(\theta,\cdot)$ and $\chi(\theta_0,\cdot)$ therefore agree near $\varphi_0$, and so do their derivatives at $\varphi_0$: $-b(\theta)=-b(\theta_0)$.

No second derivative of $\chi$ appears, so mixed partials need not exist. In Lean, `hmem` is the square, `hconst` the agreement of the two functions, and `h1.unique h2` the equality of their derivatives.

```lean
/-- If on an open set a phase has `∂χ/∂θ = 0` and `∂χ/∂φ = -b(θ)`, then `b` is constant
near the `θ` of every point of the set. -/
theorem locally_constant_of_phase {U : Set (ℝ × ℝ)} (hU : IsOpen U) {χ : ℝ → ℝ → ℝ} {b : ℝ → ℝ}
    (hθ : ∀ p ∈ U, HasDerivAt (fun t => χ t p.2) 0 p.1)
    (hφ : ∀ p ∈ U, HasDerivAt (χ p.1) (-b p.1) p.2) {p : ℝ × ℝ} (hp : p ∈ U) :
    ∀ᶠ t in 𝓝 p.1, b t = b p.1 := by
  obtain ⟨ε, hε, hb⟩ := Metric.isOpen_iff.1 hU p hp
  have hmem : ∀ t ∈ Metric.ball p.1 ε, ∀ s ∈ Metric.ball p.2 ε, (t, s) ∈ U := by
    intro t ht s hs
    apply hb
    rw [Metric.mem_ball, Prod.dist_eq]
    exact max_lt ht hs
  filter_upwards [Metric.ball_mem_nhds p.1 hε] with t ht
  -- on the small rectangle the phase does not depend on θ
  have hconst : χ t =ᶠ[𝓝 p.2] χ p.1 := by
    filter_upwards [Metric.ball_mem_nhds p.2 hε] with s hs
    have h := Convex.norm_image_sub_le_of_norm_hasDerivWithin_le
      (f := fun r => χ r s) (f' := fun _ => (0 : ℝ)) (C := 0)
      (fun r hr => (hθ (r, s) (hmem r hr s hs)).hasDerivWithinAt)
      (fun r _ => by simp) (convex_ball p.1 ε) (Metric.mem_ball_self hε) ht
    rw [zero_mul] at h
    exact sub_eq_zero.1 (norm_le_zero_iff.1 h)
  have h1 := hφ (t, p.2) (hmem t ht p.2 (Metric.mem_ball_self hε))
  have h2 := (hφ p hp).congr_of_eventuallyEq hconst
  exact neg_injective (h1.unique h2)
```

## (j) The missing phase

Show that on no nonempty open set $U$ of angles is there a real phase $\chi$, with both partial derivatives, such that
$$\langle e^{i\chi}\psi,\partial_\theta(e^{i\chi}\psi)\rangle=0
\quad\text{and}\quad
\langle e^{i\chi}\psi,\partial_\varphi(e^{i\chi}\psi)\rangle=0
\quad\text{throughout }U.$$

**Solution.** Suppose that there is one. Parts (b), (c), (f) and (g) turn the two conditions into
$$i\,\partial_\theta\chi=0,\qquad i\sin^2(\theta/2)+i\,\partial_\varphi\chi=0.$$
So $\partial_\theta\chi=0$ and $\partial_\varphi\chi=-\sin^2(\theta/2)$. By (i), $\sin^2(\theta/2)$ is locally constant in $\theta$, and by (d) its derivative gives $\tfrac12\sin\theta=0$ at every point of $U$.

One such point is no contradiction, since the curvature does vanish at $\theta=0$. But around any $(\theta_0,\varphi_0)\in U$ the set contains an interval of $\theta$ at fixed $\varphi_0$. The sine vanishes on that interval, so its derivative $\cos\theta_0$ vanishes too, against $\sin^2\theta_0+\cos^2\theta_0=1$.

In Lean, `p.1` is $\theta$ and `p.2` is $\varphi$. The function `χ` is defined for all angles, but it is constrained only on `U`. The steps `hθ` and `hφ` find the gradient, `hflat` the vanishing sine, and `hcos` the vanishing cosine.

A mistake that is easy to make in the statement is to leave out both differentiability conditions. Lean's `deriv` is zero where no derivative exists, so a continuous phase that is nowhere differentiable along either angle would then count as making both couplings vanish.

```lean
/-- No strictly diabatic state: on no nonempty open set of angles `(θ, φ)` is there a real phase
`χ`, with both partial derivatives, for which both derivative couplings of `exp(i χ) ψ` vanish,
where `ψ = (cos(θ/2), exp(i φ) sin(θ/2))`. -/
theorem no_strictly_diabatic_state {U : Set (ℝ × ℝ)} (hU : IsOpen U) (hne : U.Nonempty) :
    ¬ ∃ χ : ℝ → ℝ → ℝ,
      (∀ p ∈ U, DifferentiableAt ℝ (fun t => χ t p.2) p.1 ∧ DifferentiableAt ℝ (χ p.1) p.2) ∧
      ∀ p ∈ U, coupling (rephase (fun t => χ t p.2) (fun t => spinor t p.2)) p.1 = 0 ∧
        coupling (rephase (χ p.1) (spinor p.1)) p.2 = 0 := by
  rintro ⟨χ, hd, hc⟩
  -- the vanishing couplings prescribe the gradient of the phase
  have hθ : ∀ p ∈ U, HasDerivAt (fun t => χ t p.2) 0 p.1 := by
    intro p hp
    have hD := (hd p hp).1.hasDerivAt
    have h := (hc p hp).1
    rw [coupling_rephase (spinor_deriv p.1 p.2).1.differentiableAt hD
      (spinor_norm p.1 p.2), coupling_theta] at h
    have him := congrArg Complex.im h
    simp only [Complex.add_im, Complex.I_mul_im, Complex.ofReal_re, Complex.zero_im] at him
    exact hD.congr_deriv (by linarith)
  have hφ : ∀ p ∈ U, HasDerivAt (χ p.1) (-(Real.sin (p.1 / 2) ^ 2)) p.2 := by
    intro p hp
    have hD := (hd p hp).2.hasDerivAt
    have h := (hc p hp).2
    rw [coupling_rephase (spinor_deriv p.1 p.2).2.differentiableAt hD
      (spinor_norm p.1 p.2), coupling_phi] at h
    have him := congrArg Complex.im h
    simp only [Complex.add_im, Complex.I_mul_im, Complex.ofReal_re, Complex.zero_im] at him
    exact hD.congr_deriv (by linarith)
  -- hence the curvature sin(θ)/2 vanishes on the whole set
  have hflat : ∀ p ∈ U, Real.sin p.1 = 0 := by
    intro p hp
    have e := locally_constant_of_phase (b := fun t => Real.sin (t / 2) ^ 2) hU hθ hφ hp
    have h := (hasDerivAt_sin_sq p.1).unique
      ((hasDerivAt_const p.1 (Real.sin (p.1 / 2) ^ 2)).congr_of_eventuallyEq e)
    linarith
  -- but the sine does not vanish on an interval
  obtain ⟨p, hp⟩ := hne
  have hcont : Continuous (fun t : ℝ => (t, p.2)) := by fun_prop
  have hev : Real.sin =ᶠ[𝓝 p.1] fun _ => (0 : ℝ) := by
    filter_upwards [(hU.preimage hcont).mem_nhds hp] with t ht
    exact hflat (t, p.2) ht
  have hcos := (Real.hasDerivAt_sin p.1).unique
    ((hasDerivAt_const p.1 (0 : ℝ)).congr_of_eventuallyEq hev)
  have h1 := Real.sin_sq_add_cos_sq p.1
  rw [hflat p hp, hcos] at h1
  norm_num at h1


end

end NoStrictlyDiabaticState
```

```lean
#print axioms NoStrictlyDiabaticState.berryCurvature_spinor
#print axioms NoStrictlyDiabaticState.no_strictly_diabatic_state
```

```
'NoStrictlyDiabaticState.berryCurvature_spinor' depends on axioms: [propext, Classical.choice, Quot.sound]
'NoStrictlyDiabaticState.no_strictly_diabatic_state' depends on axioms: [propext, Classical.choice, Quot.sound]
```

## The limit of a single coordinate

If only $\varphi$ varies, at fixed $\theta$, the obstruction disappears: by (b), the phase $\chi=-\varphi\sin^2(\theta/2)$ removes the coupling along $\varphi$. Over a full turn of $\varphi$, however, the rephased state returns multiplied by $e^{-2\pi i\sin^2(\theta/2)}$, so on a closed circle it is single-valued only if $\sin^2(\theta/2)$ is 0 or 1. Once $\theta$ varies as well, the same phase creates the coupling $-\tfrac{i}{2}\varphi\sin\theta$ along $\theta$. A line of angles is not an open set in the plane, so this agrees with (j).
